# For ordered occupations, the finite-level phonon bubble is nonpositive and lowest at zero Matsubara frequency

## A vibration among electronic levels

A lattice vibration mixes electronic levels, and the electrons' response shifts its frequency. How does this shift depend on the imaginary frequency at which the electrons respond?

Take one phonon mode of bare frequency $\omega_0$, with $\hbar=1$, and finitely many non-interacting levels with energies $e_i$, occupations $f_i$ and couplings $g_{ij}$. Here $g_{ij}$ is the matrix element, between levels $i$ and $j$, of the electronic operator that multiplies the sum of the phonon creation and annihilation operators in the Hamiltonian. At Matsubara frequency $v$, the bubble is

$$P(v)=\sum_{i,j:\,e_i\ne e_j}\frac{N_{ij}}{d_{ij}^2+v^2},$$

where $d_{ij}=e_i-e_j$ and $N_{ij}=|g_{ij}|^2(f_i-f_j)d_{ij}$. It changes the squared frequency in the phonon propagator's denominator to $\Omega^2(v)=\omega_0^2+2\omega_0P(v)$.

## Ordered occupations and the sign of the shift

Suppose a higher level is never more occupied than a lower one, as in thermal equilibrium. Then $P(v)\le0$, and $|v|\le|w|$ implies $P(v)\le P(w)$. For $\omega_0\ge0$,

$$\Omega^2(0)\le\Omega^2(v)\le\omega_0^2.$$

In Lean, the levels form a finite type `ι`, `e` and `f` are real functions on it, and `g` is a complex matrix. `OrderedOccupation` states the occupation condition; it neither restricts equal-energy levels nor requires $0\le f_i\le1$. The frequency `v` is any real number, which includes the discrete thermal values. Hermiticity of `g` is used only to identify `bubble` with the usual complex expression `matsubaraBubble` at $v\ne0$.

The couplings and occupations are fixed inputs, without self-consistency or a continuum limit. Nothing prevents $\Omega^2$ from becoming negative, which would signal an instability of the mode in this model.

## From complex denominators to a monotone sum

Let $c_{ij}=|g_{ij}|^2(f_i-f_j)$. For $v\ne0$,

$$\frac{c_{ij}}{d_{ij}+iv}=\frac{c_{ij}d_{ij}}{d_{ij}^2+v^2}-i\frac{c_{ij}v}{d_{ij}^2+v^2}.$$

For Hermitian $g$, $|g_{ij}|=|g_{ji}|$, so the imaginary part changes sign under $i\leftrightarrow j$. Its double sum equals its own negative and vanishes. Equal-energy pairs have no real part, so what remains is $P(v)$.

If $e_i<e_j$, then $f_i-f_j\ge0$ and $d_{ij}<0$; if $e_i>e_j$, both signs reverse. In either case $N_{ij}\le0$, so every term of $P$ is nonpositive. For $|v|\le|w|$,

$$\frac{N_{ij}}{d_{ij}^2+w^2}-\frac{N_{ij}}{d_{ij}^2+v^2}
=\frac{-N_{ij}(w^2-v^2)}{(d_{ij}^2+v^2)(d_{ij}^2+w^2)}\ge0.$$

Summing over pairs gives the monotonicity, and multiplying by $2\omega_0\ge0$ gives the frequency bounds.

If one pair has $g_{ij}\ne0$, $e_i\ne e_j$ and $f_i\ne f_j$, its $N_{ij}$ is negative. The increase is then strict, and $P(v)<P(|v|+1)\le0$.

Population inversion can reverse the sign. For energies $0,\Delta$ with $\Delta>0$, occupations $a<b$ and off-diagonal coupling $\gamma\ne0$,

$$P(v)=\frac{2|\gamma|^2(b-a)\Delta}{\Delta^2+v^2}>0.$$

## Degenerate levels and numerical evaluation

For a smooth Fermi function $f$, the static bubble could instead include equal-energy pairs through the limit $|g_{ij}|^2f'(e_i)\le0$. This could only lower $P(0)$ and would leave $P(v)$ at $v\ne0$ unchanged, so the ordering would survive, possibly with a jump at zero.

In code, $P(v)$ is a double loop over levels with a branch for degenerate pairs. A positive value, or a decrease with $|v|$, beyond rounding error, points to a sign error or to non-monotone occupations, which some smearing schemes produce. With ordered occupations, a static-response phonon calculation in this model uses the lowest value that $P$ takes on the imaginary-frequency axis. This is not a bound at real frequencies $\omega$: there $d_{ij}^2+v^2$ is replaced by $d_{ij}^2-\omega^2$, and the bubble can fall below $P(0)$.

## The complete Lean file

```lean
import Mathlib

open Finset

namespace PhononSelfEnergy

noncomputable section

variable {ι : Type*} [Fintype ι]

/-- Contribution of the ordered pair of levels `i`, `j` to the phonon self-energy at
Matsubara frequency `v`; pairs of equal energy are omitted. -/
def pairTerm (e f : ι → ℝ) (g : Matrix ι ι ℂ) (v : ℝ) (i j : ι) : ℝ :=
  if e i = e j then 0
  else ‖g i j‖ ^ 2 * (f i - f j) * (e i - e j) / ((e i - e j) ^ 2 + v ^ 2)

/-- The phonon self-energy bubble in real form, summed over all pairs of levels. -/
def bubble (e f : ι → ℝ) (g : Matrix ι ι ℂ) (v : ℝ) : ℝ :=
  ∑ i, ∑ j, pairTerm e f g v i j

/-- The bubble in its usual complex form, with energy denominators `e i - e j + i v`. -/
def matsubaraBubble (e f : ι → ℝ) (g : Matrix ι ι ℂ) (v : ℝ) : ℂ :=
  ∑ i, ∑ j, ((‖g i j‖ ^ 2 * (f i - f j) : ℝ) : ℂ) /
    (((e i - e j : ℝ) : ℂ) + (v : ℂ) * Complex.I)

/-- Squared phonon frequency `ω₀² + 2 ω₀ P(v)` in the denominator of the dressed phonon
propagator, for a bare frequency `ω₀`. -/
def dressedFreqSq (ω₀ : ℝ) (e f : ι → ℝ) (g : Matrix ι ι ℂ) (v : ℝ) : ℝ :=
  ω₀ ^ 2 + 2 * ω₀ * bubble e f g v

/-- Occupations are nonincreasing in energy: a higher level is never more occupied
than a lower one. -/
def OrderedOccupation (e f : ι → ℝ) : Prop :=
  ∀ i j, e i < e j → f j ≤ f i

/-- An energy denominator at nonzero Matsubara frequency splits into its real and
imaginary parts. -/
theorem propagator_split (c d : ℝ) {v : ℝ} (hv : v ≠ 0) :
    (c : ℂ) / ((d : ℂ) + (v : ℂ) * Complex.I) =
      ((c * d / (d ^ 2 + v ^ 2) : ℝ) : ℂ) -
        ((c * v / (d ^ 2 + v ^ 2) : ℝ) : ℂ) * Complex.I := by
  have hz : (d : ℂ) + (v : ℂ) * Complex.I ≠ 0 := by
    intro h
    have h' := congrArg Complex.im h
    simp at h'
    exact hv h'
  have hR : d ^ 2 + v ^ 2 ≠ 0 := by positivity
  have hD : (d : ℂ) ^ 2 + (v : ℂ) ^ 2 ≠ 0 := by exact_mod_cast hR
  rw [div_eq_iff hz]
  push_cast
  have key : (c : ℂ) * d / ((d : ℂ) ^ 2 + (v : ℂ) ^ 2)
      - (c : ℂ) * v / ((d : ℂ) ^ 2 + (v : ℂ) ^ 2) * Complex.I
      = (c : ℂ) * (d - v * Complex.I) / ((d : ℂ) ^ 2 + (v : ℂ) ^ 2) := by ring
  rw [key, div_mul_eq_mul_div, eq_div_iff hD]
  linear_combination ((c : ℂ) * (v : ℂ) ^ 2) * Complex.I_sq

/-- Contributions that are odd under exchange of the two levels cancel in the double sum. -/
theorem sum_odd_eq_zero (A : ι → ι → ℝ) (hA : ∀ i j, A i j = -A j i) :
    ∑ i, ∑ j, A i j = 0 := by
  have h1 : ∑ i, ∑ j, A i j = ∑ i, ∑ j, -A j i :=
    sum_congr rfl fun i _ => sum_congr rfl fun j _ => hA i j
  have h2 : ∑ i, ∑ j, A j i = ∑ i, ∑ j, A i j := sum_comm
  simp only [sum_neg_distrib] at h1
  linarith

/-- For a Hermitian coupling and nonzero Matsubara frequency, the complex bubble equals
the real bubble. -/
theorem matsubaraBubble_eq (e f : ι → ℝ) {g : Matrix ι ι ℂ} (hg : g.IsHermitian)
    {v : ℝ} (hv : v ≠ 0) : matsubaraBubble e f g v = (bubble e f g v : ℂ) := by
  have hnorm : ∀ i j, ‖g i j‖ = ‖g j i‖ := fun i j => by
    rw [← hg.apply i j, norm_star]
  -- the imaginary parts are odd under exchange of the levels
  have hodd : ∑ i, ∑ j,
      ‖g i j‖ ^ 2 * (f i - f j) * v / ((e i - e j) ^ 2 + v ^ 2) = 0 := by
    apply sum_odd_eq_zero
      (fun i j => ‖g i j‖ ^ 2 * (f i - f j) * v / ((e i - e j) ^ 2 + v ^ 2))
    intro i j
    rw [hnorm i j, show (e i - e j) ^ 2 = (e j - e i) ^ 2 by ring]
    ring
  have hpair : ∀ i j, pairTerm e f g v i j =
      ‖g i j‖ ^ 2 * (f i - f j) * (e i - e j) / ((e i - e j) ^ 2 + v ^ 2) := by
    intro i j
    unfold pairTerm
    split_ifs with h
    · simp [h]
    · rfl
  have hsum : matsubaraBubble e f g v = (bubble e f g v : ℂ) -
      ((∑ i, ∑ j, ‖g i j‖ ^ 2 * (f i - f j) * v / ((e i - e j) ^ 2 + v ^ 2) : ℝ) : ℂ)
        * Complex.I := by
    unfold matsubaraBubble bubble
    simp only [Complex.ofReal_sum, sum_mul, ← sum_sub_distrib]
    refine sum_congr rfl fun i _ => sum_congr rfl fun j _ => ?_
    rw [hpair, propagator_split _ _ hv]
  rw [hsum, hodd]
  simp

omit [Fintype ι] in
/-- With ordered occupations, the weighted product of occupation and energy differences
is nonpositive for every pair of levels. -/
theorem numerator_nonpos {e f : ι → ℝ} (hf : OrderedOccupation e f)
    (g : Matrix ι ι ℂ) (i j : ι) : ‖g i j‖ ^ 2 * (f i - f j) * (e i - e j) ≤ 0 := by
  have h : 0 ≤ -((f i - f j) * (e i - e j)) := by
    rcases lt_trichotomy (e i) (e j) with h | h | h
    · have := mul_nonneg (sub_nonneg.2 (hf i j h)) (sub_nonneg.2 h.le)
      linarith
    · simp [h]
    · have := mul_nonneg (sub_nonneg.2 (hf j i h)) (sub_nonneg.2 h.le)
      linarith
  have := mul_nonneg (sq_nonneg ‖g i j‖) h
  linarith

omit [Fintype ι] in
/-- With ordered occupations, each pair contribution is nondecreasing in `|v|`. -/
theorem pairTerm_mono {e f : ι → ℝ} (hf : OrderedOccupation e f) (g : Matrix ι ι ℂ)
    {v w : ℝ} (h : |v| ≤ |w|) (i j : ι) :
    pairTerm e f g v i j ≤ pairTerm e f g w i j := by
  unfold pairTerm
  split_ifs with he
  · exact le_refl _
  · have hd : 0 < (e i - e j) ^ 2 :=
      lt_of_le_of_ne (sq_nonneg _) (Ne.symm (pow_ne_zero 2 (sub_ne_zero.2 he)))
    have hN := numerator_nonpos hf g i j
    have hsq : v ^ 2 ≤ w ^ 2 := sq_le_sq.2 h
    rw [div_le_div_iff₀ (by linarith [sq_nonneg v]) (by linarith [sq_nonneg w])]
    nlinarith [mul_nonneg (neg_nonneg.2 hN) (sub_nonneg.2 hsq)]

/-- **Main theorem.** For occupations nonincreasing in energy, the phonon self-energy
bubble is nonpositive and nondecreasing in the magnitude of the Matsubara frequency. -/
theorem bubble_nonpos_and_mono {e f : ι → ℝ} (hf : OrderedOccupation e f)
    (g : Matrix ι ι ℂ) :
    (∀ v, bubble e f g v ≤ 0) ∧
      ∀ v w, |v| ≤ |w| → bubble e f g v ≤ bubble e f g w := by
  constructor
  · intro v
    refine sum_nonpos fun i _ => sum_nonpos fun j _ => ?_
    unfold pairTerm
    split_ifs
    · exact le_refl _
    · exact div_nonpos_of_nonpos_of_nonneg (numerator_nonpos hf g i j)
        (add_nonneg (sq_nonneg _) (sq_nonneg _))
  · intro v w h
    exact sum_le_sum fun i _ => sum_le_sum fun j _ => pairTerm_mono hf g h i j

/-- For ordered occupations and `ω₀ ≥ 0`, the dressed squared phonon frequency never exceeds the
bare one, and it is smallest at zero Matsubara frequency. -/
theorem static_softening {e f : ι → ℝ} (hf : OrderedOccupation e f) (g : Matrix ι ι ℂ)
    {ω₀ : ℝ} (hω : 0 ≤ ω₀) (v : ℝ) :
    dressedFreqSq ω₀ e f g 0 ≤ dressedFreqSq ω₀ e f g v ∧
      dressedFreqSq ω₀ e f g v ≤ ω₀ ^ 2 := by
  obtain ⟨hneg, hmono⟩ := bubble_nonpos_and_mono hf g
  have h0 := hmono 0 v (by simp)
  unfold dressedFreqSq
  constructor
  · nlinarith [mul_nonneg hω (sub_nonneg.2 h0)]
  · nlinarith [mul_nonneg hω (neg_nonneg.2 (hneg v))]

/-- For ordered occupations, if some coupled pair of levels differs in energy and in occupation, the
bubble is strictly negative and strictly increasing in `|v|`. -/
theorem bubble_strict {e f : ι → ℝ} (hf : OrderedOccupation e f) {g : Matrix ι ι ℂ}
    {i j : ι} (hg : g i j ≠ 0) (he : e i ≠ e j) (hij : f i ≠ f j) :
    (∀ v, bubble e f g v < 0) ∧
      ∀ v w, |v| < |w| → bubble e f g v < bubble e f g w := by
  have hmono : ∀ v w, |v| < |w| → bubble e f g v < bubble e f g w := by
    intro v w h
    -- the distinguished pair contributes a strict increase
    have hpair : pairTerm e f g v i j < pairTerm e f g w i j := by
      unfold pairTerm
      rw [if_neg he, if_neg he]
      have hd : 0 < (e i - e j) ^ 2 :=
        lt_of_le_of_ne (sq_nonneg _) (Ne.symm (pow_ne_zero 2 (sub_ne_zero.2 he)))
      have hN : ‖g i j‖ ^ 2 * (f i - f j) * (e i - e j) < 0 :=
        lt_of_le_of_ne (numerator_nonpos hf g i j)
          (mul_ne_zero (mul_ne_zero (pow_ne_zero 2 (norm_ne_zero_iff.2 hg))
            (sub_ne_zero.2 hij)) (sub_ne_zero.2 he))
      have hsq : v ^ 2 < w ^ 2 := sq_lt_sq.2 h
      rw [div_lt_div_iff₀ (by linarith [sq_nonneg v]) (by linarith [sq_nonneg w])]
      nlinarith [mul_pos (neg_pos.2 hN) (sub_pos.2 hsq)]
    exact sum_lt_sum
      (fun a _ => sum_le_sum fun b _ => pairTerm_mono hf g h.le a b)
      ⟨i, mem_univ i, sum_lt_sum (fun b _ => pairTerm_mono hf g h.le i b)
        ⟨j, mem_univ j, hpair⟩⟩
  refine ⟨fun v => ?_, hmono⟩
  have h : |v| < |(|v| + 1)| := by
    rw [abs_of_nonneg (by positivity : (0 : ℝ) ≤ |v| + 1)]
    linarith
  exact lt_of_lt_of_le (hmono v (|v| + 1) h) ((bubble_nonpos_and_mono hf g).1 _)

/-- In a coupled two-level system whose upper level is more occupied than the lower one,
the bubble is positive at every Matsubara frequency. -/
theorem inverted_two_level_pos {Δ a b : ℝ} {γ : ℂ} (hΔ : 0 < Δ) (hab : a < b)
    (hγ : γ ≠ 0) (v : ℝ) :
    0 < bubble ![0, Δ] ![a, b] !![0, γ; star γ, 0] v := by
  have h : bubble ![0, Δ] ![a, b] !![0, γ; star γ, 0] v =
      2 * ‖γ‖ ^ 2 * (b - a) * Δ / (Δ ^ 2 + v ^ 2) := by
    simp [bubble, pairTerm, Fin.sum_univ_two, hΔ.ne, hΔ.ne']
    ring
  rw [h]
  have hn : 0 < ‖γ‖ := norm_pos_iff.2 hγ
  exact div_pos (mul_pos (mul_pos (by positivity) (sub_pos.2 hab)) hΔ) (by positivity)

end

end PhononSelfEnergy
```

```lean
#print axioms PhononSelfEnergy.bubble_nonpos_and_mono
-- 'PhononSelfEnergy.bubble_nonpos_and_mono' depends on axioms: [propext, Classical.choice, Quot.sound]
#print axioms PhononSelfEnergy.static_softening
-- 'PhononSelfEnergy.static_softening' depends on axioms: [propext, Classical.choice, Quot.sound]
#print axioms PhononSelfEnergy.bubble_strict
-- 'PhononSelfEnergy.bubble_strict' depends on axioms: [propext, Classical.choice, Quot.sound]
#print axioms PhononSelfEnergy.inverted_two_level_pos
-- 'PhononSelfEnergy.inverted_two_level_pos' depends on axioms: [propext, Classical.choice, Quot.sound]
```

## How the proof follows the algebra

`propagator_split` clears the complex denominator and uses $i^2=-1$. `sum_odd_eq_zero` exchanges the summations, and `matsubaraBubble_eq` combines the two.

`numerator_nonpos` treats the three possible energy orderings. In `pairTerm_mono`, `div_le_div_iff₀` cross-multiplies the fractions, and `nlinarith` receives the product $-N_{ij}(w^2-v^2)\ge0$. `bubble_nonpos_and_mono` sums these termwise inequalities, and `static_softening` converts them into frequency bounds.

`bubble_strict` uses `sum_lt_sum`: one strict term suffices when all others are ordered. `inverted_two_level_pos` expands the two-level sum and checks the sign of each factor.
